# Where two particles coincide, a differentiable antisymmetric function has opposite gradients for the pair and zero gradient for every other particle

To check the gradient routine of a Slater-determinant code, put two same-spin electrons at the same point and look at the vectors it returns. If the determinant is differentiable there, the two electrons' gradients must add to zero and every other gradient must vanish, up to rounding.

In symbols, let $F$ be a real function of the positions $x_k\in\mathbb R^d$ of finitely many particles. Suppose that $F$ is antisymmetric under all particle permutations and differentiable at a configuration $x$ with $x_i=x_j$, $i\neq j$. Write $\nabla_kF$ for the gradient with respect to $x_k$, the other positions being fixed. Then there is a vector $g$ with

$$
\nabla_iF(x)=g,\qquad \nabla_jF(x)=-g,\qquad \nabla_kF(x)=0\quad(k\neq i,j),
$$

and the derivative along a displacement $h=(h_k)$ of all particles is

$$
DF(x)[h]=g\cdot(h_i-h_j).
$$

## Checking a determinant gradient at a coincidence

The check needs the gradient of the determinant itself. A routine that returns $\nabla_kF/F$ divides by zero at a coincidence, and one that uses the inverse Slater matrix meets a matrix with two equal rows. A cofactor formula avoids both problems. Automatic differentiation may not, since a library's derivative rule for the determinant can itself use the inverse matrix.

A wrong sign for one electron of the pair shows up whenever $g\neq0$. A wrong factor common to all gradients does not show up, because the relations are homogeneous. For the same reason the normalisation $1/\sqrt{N!}$ of an $N$-particle determinant does not affect them: it multiplies $F$ and $g$ alike.

For electronic structure, the identity says that a real, differentiable, same-spin wavefunction depends to first order only on the pair's relative displacement near such a point.

## From exchange to opposite gradients

Let $\tau$ exchange the labels $i$ and $j$, and let $x[k\to v]$ be the configuration $x$ with particle $k$ moved to $v$.

**The function vanishes.** Since $x_i=x_j$, the exchange leaves $x$ unchanged. Antisymmetry gives $F(x)=-F(x)$, hence $F(x)=0$.

**The pair has opposite gradients.** Exchange the labels in $x[i\to v]$. Particle $j$ is now at $v$, and particle $i$ is at $x_j=x_i$. This is $x[j\to v]$, so

$$
F(x[j\to v])=-F(x[i\to v])\quad\text{for every }v.
$$

Differentiability of $F$ at $x$ supplies $g=\nabla_iF(x)$. Differentiating both sides at $v=x_i=x_j$ gives $\nabla_jF(x)=-g$.

**The other gradients vanish.** If $k$ is neither $i$ nor $j$, moving $k$ leaves the pair coincident. Thus $F(x[k\to v])=0$ for every $v$, and $\nabla_kF(x)=0$.

**The total derivative follows.** Split $h$ into displacements of one particle at a time. By linearity and the chain rule,

$$
DF(x)[h]=\sum_k\nabla_kF(x)\cdot h_k
=g\cdot h_i-g\cdot h_j=g\cdot(h_i-h_j).
$$

In particular, the derivative is zero when $h_i=h_j$, whatever the other particles do.

A Slater determinant $\det[\varphi_l(x_k)]$, with orbitals $\varphi_l$, has the required antisymmetry because permuting particles permutes its rows. The vector $g$ is otherwise unrestricted for two particles: with labels $0$ and $1$, the function $a\cdot(x_0-x_1)$ is antisymmetric and has $\nabla_0F=a$ for any chosen $a$.

## The Lean file

```lean
import Mathlib

open Equiv

namespace CoincidenceGradient

noncomputable section

/-- The position of one particle in `d`-dimensional Euclidean space. -/
abbrev Position (d : ℕ) := EuclideanSpace ℝ (Fin d)

variable {ι : Type*} [Fintype ι] [DecidableEq ι] {d : ℕ}

/-- A function of all positions is antisymmetric if permuting the particles multiplies it
by the sign of the permutation. -/
def IsAntisymmetric (F : (ι → Position d) → ℝ) : Prop :=
  ∀ (σ : Perm ι) (x : ι → Position d), F (x ∘ σ) = ((Perm.sign σ : ℤ) : ℝ) * F x

/-- The vector `g` is the gradient of `F` at `x` with respect to the position of particle `k`,
all other particles being held fixed. -/
def IsParticleGradient (F : (ι → Position d) → ℝ) (x : ι → Position d) (k : ι)
    (g : Position d) : Prop :=
  HasGradientAt (fun v => F (Function.update x k v)) g (x k)

/-- The Slater determinant (without normalisation) of real orbitals `φ`. -/
def slaterDet (φ : ι → Position d → ℝ) (x : ι → Position d) : ℝ :=
  Matrix.det (Matrix.of fun k l => φ l (x k))

/-- A Slater determinant is antisymmetric under all particle permutations. -/
theorem slaterDet_antisymmetric (φ : ι → Position d → ℝ) :
    IsAntisymmetric (slaterDet φ) := by
  intro σ x
  exact Matrix.det_permute σ (Matrix.of fun k l => φ l (x k))

/-- An antisymmetric function vanishes when two particles coincide. -/
theorem eq_zero_of_coincidence {F : (ι → Position d) → ℝ} (hF : IsAntisymmetric F)
    {x : ι → Position d} {i j : ι} (hij : i ≠ j) (hx : x i = x j) : F x = 0 := by
  -- exchanging the coincident particles does not change the configuration
  have h : x ∘ swap i j = x := by
    funext k
    by_cases hi : k = i
    · simp [hi, hx]
    · by_cases hj : k = j
      · simp [hj, hx]
      · simp [swap_apply_of_ne_of_ne hi hj]
  have h2 := hF (swap i j) x
  rw [h, Perm.sign_swap hij] at h2
  push_cast at h2
  linarith

/-- For an antisymmetric function, starting from a coincidence of `i` and `j`, moving `j` to `v`
gives minus the value obtained by moving `i` to `v`. -/
theorem move_opposite {F : (ι → Position d) → ℝ} (hF : IsAntisymmetric F)
    {x : ι → Position d} {i j : ι} (hij : i ≠ j) (hx : x i = x j) (v : Position d) :
    F (Function.update x j v) = -F (Function.update x i v) := by
  have h : Function.update x j v = Function.update x i v ∘ swap i j := by
    funext k
    by_cases hi : k = i
    · simp [hi, hij, hij.symm, hx]
    · by_cases hj : k = j
      · simp [hj]
      · simp [swap_apply_of_ne_of_ne hi hj, hi, hj]
  rw [h, hF, Perm.sign_swap hij]
  simp

/-- If `F` is differentiable at `x`, its total derivative along a displacement `u` of particle `k`
alone is the inner product of the gradient for particle `k` with `u`. -/
theorem derivative_single {F : (ι → Position d) → ℝ} {x : ι → Position d} {k : ι}
    {g : Position d} (hd : DifferentiableAt ℝ F x) (hg : IsParticleGradient F x k g)
    (u : Position d) : fderiv ℝ F x (Pi.single k u) = inner ℝ g u := by
  have h1 := hasFDerivAt_update (𝕜 := ℝ) x (i := k) (x k)
  have h2 : HasFDerivAt F (fderiv ℝ F x) (Function.update x k (x k)) := by
    rw [Function.update_eq_self]
    exact hd.hasFDerivAt
  -- the chain rule and uniqueness of the derivative
  have h := (h2.comp (x k) h1).unique hg.hasFDerivAt
  have h3 : fderiv ℝ F x (ContinuousLinearMap.pi
      (Pi.single k (ContinuousLinearMap.id ℝ (Position d)) :
        ι → Position d →L[ℝ] Position d) u) = inner ℝ g u := DFunLike.congr_fun h u
  rw [← h3]
  congr 1
  funext m
  rcases eq_or_ne m k with rfl | hm
  · simp
  · simp [hm]

/-- Where particles `i` and `j` coincide, a differentiable antisymmetric function has opposite
gradients for `i` and `j` and zero gradient for every other particle; its total derivative
depends only on the relative displacement of the pair. -/
theorem gradient_at_coincidence {F : (ι → Position d) → ℝ} (hF : IsAntisymmetric F)
    {x : ι → Position d} {i j : ι} (hij : i ≠ j) (hx : x i = x j)
    (hd : DifferentiableAt ℝ F x) :
    ∃ g : Position d, IsParticleGradient F x i g ∧ IsParticleGradient F x j (-g) ∧
      (∀ k, k ≠ i → k ≠ j → IsParticleGradient F x k 0) ∧
      ∀ h : ι → Position d, fderiv ℝ F x h = inner ℝ g (h i - h j) := by
  -- differentiability supplies the gradient for particle i
  obtain ⟨g, hi⟩ : ∃ g, IsParticleGradient F x i g := by
    have h1 := hasFDerivAt_update (𝕜 := ℝ) x (i := i) (x i)
    have h2 : HasFDerivAt F (fderiv ℝ F x) (Function.update x i (x i)) := by
      rw [Function.update_eq_self]
      exact hd.hasFDerivAt
    exact ⟨_, (h2.comp (x i) h1).differentiableAt.hasGradientAt⟩
  -- exchange antisymmetry gives the gradient for particle j
  have hj : IsParticleGradient F x j (-g) := by
    unfold IsParticleGradient
    rw [hasGradientAt_iff_hasFDerivAt, funext (move_opposite hF hij hx), ← hx, map_neg]
    exact hi.hasFDerivAt.neg
  -- moving a third particle preserves the coincidence
  have hk : ∀ k, k ≠ i → k ≠ j → IsParticleGradient F x k 0 := by
    intro k hki hkj
    have h0 : (fun v => F (Function.update x k v)) = fun _ => (0 : ℝ) := by
      funext v
      apply eq_zero_of_coincidence hF hij
      simp [hki.symm, hkj.symm, hx]
    unfold IsParticleGradient
    rw [hasGradientAt_iff_hasFDerivAt, h0, map_zero]
    exact hasFDerivAt_const _ _
  refine ⟨g, hi, hj, hk, fun h => ?_⟩
  -- split the displacement into one-particle displacements
  have hs : fderiv ℝ F x h = ∑ k, fderiv ℝ F x (Pi.single k (h k)) := by
    rw [← map_sum, Finset.univ_sum_single]
  rw [hs, Fintype.sum_eq_add i j hij, derivative_single hd hi, derivative_single hd hj,
    inner_neg_left, inner_sub_right]
  · ring
  · intro k hkk
    rw [derivative_single hd (hk k hkk.1 hkk.2), inner_zero_left]

/-- At a coincidence of `i` and `j`, the derivative of a differentiable antisymmetric function
vanishes along every displacement that moves these two particles by the same vector. -/
theorem derivative_zero_of_common_displacement {F : (ι → Position d) → ℝ}
    (hF : IsAntisymmetric F) {x : ι → Position d} {i j : ι} (hij : i ≠ j) (hx : x i = x j)
    (hd : DifferentiableAt ℝ F x) {h : ι → Position d} (hh : h i = h j) :
    fderiv ℝ F x h = 0 := by
  obtain ⟨g, -, -, -, hg⟩ := gradient_at_coincidence hF hij hx hd
  rw [hg, hh, sub_self, inner_zero_right]

/-- The two-particle function given by the inner product of `a` with the relative position. -/
def relativeComponent (a : Position d) (x : Fin 2 → Position d) : ℝ :=
  inner ℝ a (x 0 - x 1)

/-- For every vector `a`, the function `relativeComponent a` is antisymmetric and
differentiable, and its gradient for the first particle is `a` at every configuration. -/
theorem relativeComponent_witness (a : Position d) (x : Fin 2 → Position d) :
    IsAntisymmetric (relativeComponent a) ∧ DifferentiableAt ℝ (relativeComponent a) x ∧
      IsParticleGradient (relativeComponent a) x 0 a := by
  refine ⟨?_, ?_, ?_⟩
  · intro σ y
    have hσ : σ = 1 ∨ σ = swap 0 1 := by
      revert σ
      decide
    rcases hσ with rfl | rfl
    · simp [relativeComponent]
    · rw [Perm.sign_swap (by decide)]
      simp [relativeComponent, inner_sub_right]
  · have h : DifferentiableAt ℝ (fun y : Fin 2 → Position d => y 0 - y 1) x := by
      fun_prop
    exact (InnerProductSpace.toDual ℝ (Position d) a).differentiableAt.comp x h
  · unfold IsParticleGradient
    rw [hasGradientAt_iff_hasFDerivAt]
    have h : (fun v => relativeComponent a (Function.update x 0 v)) =
        fun v => InnerProductSpace.toDual ℝ (Position d) a v - inner ℝ a (x 1) := by
      funext v
      simp [relativeComponent, inner_sub_right]
    rw [h]
    exact (InnerProductSpace.toDual ℝ (Position d) a).hasFDerivAt.sub_const _

end

end CoincidenceGradient
```

```lean
#print axioms CoincidenceGradient.slaterDet_antisymmetric
#print axioms CoincidenceGradient.gradient_at_coincidence
#print axioms CoincidenceGradient.derivative_zero_of_common_displacement
```

```
'CoincidenceGradient.slaterDet_antisymmetric' depends on axioms: [propext, Classical.choice, Quot.sound]
'CoincidenceGradient.gradient_at_coincidence' depends on axioms: [propext, Classical.choice, Quot.sound]
'CoincidenceGradient.derivative_zero_of_common_displacement' depends on axioms: [propext, Classical.choice, Quot.sound]
```

## What the hypotheses mean for a wavefunction

The main theorem is `gradient_at_coincidence`. The finite type `ι` holds the particle labels, and a configuration is a function `ι → Position d`. `IsAntisymmetric` requires the sign of the permutation for every relabelling of the positions. There are no spin coordinates, so for electrons the labels stand for one spin species, with any others held fixed.

`IsParticleGradient F x k g` says that moving particle `k` alone gives a function with gradient `g` at `x k`. It uses `HasGradientAt`, so it asserts that the gradient exists. The total derivative is `fderiv ℝ F x`, and the hypothesis `hd` makes it a genuine derivative.

Differentiability is assumed. It can fail with both particles at a nucleus if the orbitals have different cusps there. Take the orbitals $e^{-|r|}$ and $e^{-2|r|}$ in dimension $d\geq1$. Their two-particle determinant is

$$
F(x_0,x_1)=e^{-|x_0|-2|x_1|}-e^{-2|x_0|-|x_1|}.
$$

It is antisymmetric, but with both particles at the origin neither particle gradient exists, so there is no $g$. The failure comes from the unequal exponents. If both orbitals are $e^{-Z|r|}$, with the same $Z$, times functions differentiable at the origin, as hydrogen-like orbitals of one nucleus are in atomic units, the determinant is differentiable there: it is a continuous common factor times a differentiable function that vanishes at the coincidence. For a determinant, `slaterDet_antisymmetric` supplies the antisymmetry, and differentiability follows if the orbitals are differentiable at the particles' positions.

The theorem concerns exact real functions. It does not treat complex values, bound rounding or finite-difference errors, or establish that a particular program computes $F$ correctly.

## How the Lean proof follows the exchange argument

`eq_zero_of_coincidence` checks label by label that the swap fixes `x`; `linarith` then turns $F(x)=-F(x)$ into $F(x)=0$. `move_opposite` proves the relation between moving $j$ and moving $i$ in the same way.

`derivative_single` connects the total derivative with a particle gradient. It composes $F$ with the map that moves one particle, applies the chain rule, and uses uniqueness of the derivative.

In the main theorem, the same composition first produces `g`. Rewriting with `move_opposite` and negating the derivative gives the gradient for `j`. For a third particle, the function being differentiated is rewritten as the constant zero. Finally, `Fintype.sum_eq_add` reduces the sum over particles to the terms for `i` and `j`, since all others vanish.

`derivative_zero_of_common_displacement` substitutes $h_i=h_j$ into the resulting formula. `slaterDet_antisymmetric` uses Mathlib's rule for permuting the rows of a determinant. `relativeComponent_witness` checks the two permutations of two labels and differentiates a linear function minus a constant, which confirms the example with arbitrary $a$.
